# In a diatomic chain with equal nearest-neighbour spring constants, the zone-centre optical frequency is twice an acoustic frequency exactly when neither mass exceeds three times the other

A phonon linewidth code may replace the energy-conserving delta function by a peak of finite width. It can then report that a zone-centre optical phonon decays into two acoustic phonons of half its frequency when no such acoustic phonons exist. In a diatomic chain with equal harmonic springs between nearest neighbours only, none exist when one mass exceeds three times the other, and any rate reported for this decay is then an effect of the broadening.

Let \(K>0\) be the spring constant, \(m_1,m_2>0\) the masses, and \(x\) the phase per cell (wave number times cell length). The zone-centre optical frequency is \(\Omega=\sqrt{2K(1/m_1+1/m_2)}\). For \(m_1\ge m_2\), the claim is that \(\Omega=2\omega\) for an acoustic frequency \(\omega\) at some \(x\) if and only if \(m_1\le 3m_2\).

This is the frequency condition for the Klemens decay channel. The decay rate also needs the cubic coupling, which a harmonic model does not contain. This coupling vanishes if the anharmonic chain is symmetric under inversion about an atom, as when all springs have the same cubic term. It can be non-zero when the two springs of a cell have different cubic terms.

## From the equations of motion to the mass ratio

A Bloch wave of frequency \(\omega\) with amplitudes \(u,v\) on the two sublattices satisfies

\[
(2K-m_1\omega^2)u=K(1+e^{-ix})v,\qquad (2K-m_2\omega^2)v=K(1+e^{ix})u .
\]

A non-zero solution exists exactly when the determinant vanishes. Since \(|1+e^{ix}|^2=4\cos^2(x/2)\), this means

\[
(2K-m_1\omega^2)(2K-m_2\omega^2)=4K^2\cos^2(x/2).
\]

Expanding, dividing by \(m_1m_2\) and using \(m_1m_2\Omega^2=2K(m_1+m_2)\) gives

\[
\omega^4-\Omega^2\omega^2+\frac{4K^2\sin^2(x/2)}{m_1m_2}=0 .
\]

At \(x=0\) the roots are \(\omega^2=0\) and \(\omega^2=\Omega^2\). At any \(x\) the two roots add up to \(\Omega^2\), so if one is \(\Omega^2/4\), the other is \(3\Omega^2/4\). A mode at \(\Omega/2\) is therefore the lower, acoustic one. Equating the product of the roots, \(3\Omega^4/16\), to the constant term gives

\[
16m_1m_2\sin^2(x/2)=3(m_1+m_2)^2 .
\]

A real \(x\) exists exactly when the right side is at most \(16m_1m_2\), that is, when

\[
16m_1m_2-3(m_1+m_2)^2=(3m_2-m_1)(3m_1-m_2)\ge 0 .
\]

The two factors have a positive sum, so they cannot both be negative, and both must be non-negative. For \(m_1\ge m_2\) only \(m_1\le 3m_2\) remains to be required.

For equal masses, \(\sin^2(x/2)=3/4\), so the decay products sit at \(x=\pm 2\pi/3\) in the first zone.

## Modes and branches in Lean

```lean
import Mathlib

namespace KlemensChannel
```

The predicate `IsMode` states the equations of motion for complex, unnormalised amplitudes that do not both vanish. Both atoms of a cell carry the same Bloch phase factor.

```lean
/-- A Bloch wave with phase `x` per cell and frequency `ω` solves the equations of motion of the
diatomic chain with spring constant `K` and masses `m₁`, `m₂`, with amplitudes `u`, `v` that do
not both vanish. -/
def IsMode (K m₁ m₂ x ω : ℝ) : Prop :=
  ∃ u v : ℂ, (u ≠ 0 ∨ v ≠ 0) ∧
    ((m₁ : ℂ) * (ω : ℂ) ^ 2) * u
      = (K : ℂ) * (2 * u - v - Complex.exp (-((x : ℂ) * Complex.I)) * v) ∧
    ((m₂ : ℂ) * (ω : ℂ) ^ 2) * v
      = (K : ℂ) * (2 * v - u - Complex.exp ((x : ℂ) * Complex.I) * u)
```

The acoustic branch is defined by ordering, with no dispersion formula assumed.

```lean
/-- `ω` is the acoustic frequency at `x`: the least non-negative mode frequency there. -/
def IsAcoustic (K m₁ m₂ x ω : ℝ) : Prop :=
  IsLeast {ν : ℝ | 0 ≤ ν ∧ IsMode K m₁ m₂ x ν} ω

/-- The zone-centre optical frequency `sqrt (2K(1/m₁ + 1/m₂))`, for `K ≥ 0` and positive
masses. -/
noncomputable def opticalFreq (K m₁ m₂ : ℝ) : ℝ :=
  Real.sqrt (2 * K * (1 / m₁ + 1 / m₂))
```

## The secular condition

The first lemma rewrites the sum of the two phase factors through \(\cos^2(x/2)\).

```lean
/-- The phase factors `exp(ix)` and `exp(-ix)` add up to `4 cos²(x/2) - 2`. -/
lemma phase_sum (x : ℝ) :
    Complex.exp ((x : ℂ) * Complex.I) + Complex.exp (-((x : ℂ) * Complex.I))
      = 4 * ((Real.cos (x / 2) : ℝ) : ℂ) ^ 2 - 2 := by
  have h : Real.cos x = 2 * Real.cos (x / 2) ^ 2 - 1 := by
    rw [← Real.cos_two_mul]
    congr 1
    ring
  have h2 : Complex.exp ((x : ℂ) * Complex.I) + Complex.exp (-((x : ℂ) * Complex.I))
      = 2 * ((Real.cos x : ℝ) : ℂ) := by
    rw [Complex.ofReal_cos, Complex.cos, neg_mul]
    ring
  rw [h2, h]
  push_cast
  ring
```

In the forward direction of `isMode_iff`, one amplitude is eliminated and the other, non-zero one cancelled. In the converse, amplitudes are exhibited: \(u=K(1+e^{-ix})\), \(v=2K-m_1\omega^2\) if this \(v\) is non-zero, and \(u=1\), \(v=0\) otherwise.

```lean
/-- Secular condition: a mode of frequency `ω` exists at `x` exactly when
`(2K - m₁ω²)(2K - m₂ω²) = 4K² cos²(x/2)`. -/
theorem isMode_iff (K m₁ m₂ x ω : ℝ) :
    IsMode K m₁ m₂ x ω ↔
      (2 * K - m₁ * ω ^ 2) * (2 * K - m₂ * ω ^ 2) = 4 * K ^ 2 * Real.cos (x / 2) ^ 2 := by
  have hEF : Complex.exp ((x : ℂ) * Complex.I) * Complex.exp (-((x : ℂ) * Complex.I)) = 1 := by
    rw [← Complex.exp_add, add_neg_cancel, Complex.exp_zero]
  have hsum := phase_sum x
  unfold IsMode
  generalize Complex.exp ((x : ℂ) * Complex.I) = E at hEF hsum ⊢
  generalize Complex.exp (-((x : ℂ) * Complex.I)) = F at hEF hsum ⊢
  generalize Real.cos (x / 2) = c at hsum ⊢
  constructor
  · rintro ⟨u, v, h0, h1, h2⟩
    -- eliminate one amplitude and cancel the other, non-zero one
    have key : (2 * (K : ℂ) - (m₁ : ℂ) * (ω : ℂ) ^ 2) * (2 * (K : ℂ) - (m₂ : ℂ) * (ω : ℂ) ^ 2)
        = 4 * (K : ℂ) ^ 2 * (c : ℂ) ^ 2 := by
      rcases h0 with hu | hv
      · apply mul_right_cancel₀ hu
        linear_combination (-(2 * (K : ℂ) - (m₂ : ℂ) * (ω : ℂ) ^ 2)) * h1
          - (K : ℂ) * (1 + F) * h2 + (K : ℂ) ^ 2 * u * hEF + (K : ℂ) ^ 2 * u * hsum
      · apply mul_right_cancel₀ hv
        linear_combination (-(2 * (K : ℂ) - (m₁ : ℂ) * (ω : ℂ) ^ 2)) * h2
          - (K : ℂ) * (1 + E) * h1 + (K : ℂ) ^ 2 * v * hEF + (K : ℂ) ^ 2 * v * hsum
    exact_mod_cast key
  · intro h
    have hc : (2 * (K : ℂ) - (m₁ : ℂ) * (ω : ℂ) ^ 2) * (2 * (K : ℂ) - (m₂ : ℂ) * (ω : ℂ) ^ 2)
        = 4 * (K : ℂ) ^ 2 * (c : ℂ) ^ 2 := by exact_mod_cast h
    by_cases ha : 2 * (K : ℂ) - (m₁ : ℂ) * (ω : ℂ) ^ 2 = 0
    · -- the sublattices decouple and only the first one moves
      have hq : ((K : ℂ) * (1 + E)) ^ 2 = 0 := by
        linear_combination (K : ℂ) ^ 2 * E * hsum - (K : ℂ) ^ 2 * hEF - E * hc
          + E * (2 * (K : ℂ) - (m₂ : ℂ) * (ω : ℂ) ^ 2) * ha
      have hq' : (K : ℂ) * (1 + E) = 0 := (pow_eq_zero_iff two_ne_zero).1 hq
      refine ⟨1, 0, Or.inl one_ne_zero, ?_, ?_⟩
      · linear_combination (-1 : ℂ) * ha
      · linear_combination hq'
    · refine ⟨(K : ℂ) * (1 + F), 2 * (K : ℂ) - (m₁ : ℂ) * (ω : ℂ) ^ 2, Or.inr ha, ?_, ?_⟩
      · ring
      · linear_combination (-1 : ℂ) * hc + (K : ℂ) ^ 2 * hEF + (K : ℂ) ^ 2 * hsum
```

The condition is even in \(x\), so two phonons of equal frequency can carry opposite wave numbers and conserve crystal momentum.

```lean
/-- The acoustic frequencies at `x` and `-x` coincide. -/
theorem isAcoustic_neg (K m₁ m₂ x ω : ℝ) :
    IsAcoustic K m₁ m₂ (-x) ω ↔ IsAcoustic K m₁ m₂ x ω := by
  have h : ∀ ν, IsMode K m₁ m₂ (-x) ν ↔ IsMode K m₁ m₂ x ν := by
    intro ν
    rw [isMode_iff, isMode_iff, neg_div, Real.cos_neg]
  simp only [IsAcoustic, h]
```

## The optical frequency at the zone centre

```lean
variable {K m₁ m₂ : ℝ}

/-- For positive `K` and masses, the squared optical frequency times `m₁m₂` is `2K(m₁ + m₂)`. -/
lemma opticalFreq_sq (hK : 0 < K) (h₁ : 0 < m₁) (h₂ : 0 < m₂) :
    m₁ * m₂ * opticalFreq K m₁ m₂ ^ 2 = 2 * K * (m₁ + m₂) := by
  rw [opticalFreq, Real.sq_sqrt (by positivity)]
  have e₁ : m₁ * (1 / m₁) = 1 := mul_one_div_cancel h₁.ne'
  have e₂ : m₂ * (1 / m₂) = 1 := mul_one_div_cancel h₂.ne'
  linear_combination 2 * K * m₂ * e₁ + 2 * K * m₁ * e₂
```

The next theorem confirms that \(\Omega\) is the greatest mode frequency at \(x=0\): a larger \(\omega\) would make \(\omega^2 m_1m_2(\omega^2-\Omega^2)\) positive, while the secular condition makes it zero.

```lean
/-- For positive `K` and masses, `opticalFreq` is the greatest mode frequency at `x = 0`. -/
theorem opticalFreq_isGreatest (hK : 0 < K) (h₁ : 0 < m₁) (h₂ : 0 < m₂) :
    IsGreatest {ω : ℝ | IsMode K m₁ m₂ 0 ω} (opticalFreq K m₁ m₂) := by
  have hΩ := opticalFreq_sq hK h₁ h₂
  have h0 : 0 ≤ opticalFreq K m₁ m₂ := Real.sqrt_nonneg _
  have hc : Real.cos ((0 : ℝ) / 2) = 1 := by rw [zero_div, Real.cos_zero]
  generalize opticalFreq K m₁ m₂ = Ω at hΩ h0 ⊢
  constructor
  · change IsMode K m₁ m₂ 0 Ω
    rw [isMode_iff, hc]
    linear_combination Ω ^ 2 * hΩ
  · intro ω hω
    have h := (isMode_iff K m₁ m₂ 0 ω).1 hω
    rw [hc] at h
    by_contra hn
    have hlt : Ω < ω := not_le.1 hn
    have hz : ω ^ 2 * (m₁ * m₂ * (ω ^ 2 - Ω ^ 2)) = 0 := by
      linear_combination h - ω ^ 2 * hΩ
    have hd : 0 < ω ^ 2 - Ω ^ 2 := by nlinarith
    have hp := mul_pos (pow_pos (lt_of_le_of_lt h0 hlt) 2) (mul_pos (mul_pos h₁ h₂) hd)
    linarith
```

## Matching half the optical frequency

The identity `e` turns the secular condition at \(\Omega/2\) into the equation for \(\sin^2(x/2)\), after cancelling \(K^2\). To show that \(\Omega/2\) is the least frequency, the proof supposes a mode with \(0\le\nu<\Omega/2\). Then \(\nu^2-\Omega^2/4\) and \(\nu^2-3\Omega^2/4\) are both negative, yet their product must vanish.

```lean
/-- For positive `K` and masses, half the optical frequency is the acoustic frequency at `x`
exactly when `16 m₁m₂ sin²(x/2) = 3(m₁ + m₂)²`. -/
theorem isAcoustic_half_iff (hK : 0 < K) (h₁ : 0 < m₁) (h₂ : 0 < m₂) (x : ℝ) :
    IsAcoustic K m₁ m₂ x (opticalFreq K m₁ m₂ / 2) ↔
      16 * m₁ * m₂ * Real.sin (x / 2) ^ 2 = 3 * (m₁ + m₂) ^ 2 := by
  have hΩ := opticalFreq_sq hK h₁ h₂
  have h0 : 0 ≤ opticalFreq K m₁ m₂ := Real.sqrt_nonneg _
  have hs := Real.sin_sq_add_cos_sq (x / 2)
  have hP : 0 < m₁ * m₂ := mul_pos h₁ h₂
  generalize opticalFreq K m₁ m₂ = Ω at hΩ h0 ⊢
  -- the secular condition at half the optical frequency
  have e : 4 * (m₁ * m₂) * ((2 * K - m₁ * (Ω / 2) ^ 2) * (2 * K - m₂ * (Ω / 2) ^ 2)
        - 4 * K ^ 2 * Real.cos (x / 2) ^ 2)
      = K ^ 2 * (16 * m₁ * m₂ * Real.sin (x / 2) ^ 2 - 3 * (m₁ + m₂) ^ 2) := by
    linear_combination ((m₁ * m₂ * Ω ^ 2 + 2 * K * (m₁ + m₂)) / 4 - 2 * K * (m₁ + m₂)) * hΩ
      - 16 * K ^ 2 * m₁ * m₂ * hs
  constructor
  · intro h
    have hm := (isMode_iff K m₁ m₂ x (Ω / 2)).1 h.1.2
    rw [hm, sub_self, mul_zero] at e
    rcases mul_eq_zero.1 e.symm with hk | hk
    · exact absurd hk (pow_pos hK 2).ne'
    · linarith
  · intro h
    rw [h, sub_self, mul_zero] at e
    have hm : (2 * K - m₁ * (Ω / 2) ^ 2) * (2 * K - m₂ * (Ω / 2) ^ 2)
        = 4 * K ^ 2 * Real.cos (x / 2) ^ 2 := by
      rcases mul_eq_zero.1 e with hk | hk
      · linarith
      · linarith
    refine ⟨⟨by linarith, (isMode_iff K m₁ m₂ x (Ω / 2)).2 hm⟩, ?_⟩
    rintro ν ⟨hν, hmode⟩
    have hm' := (isMode_iff K m₁ m₂ x ν).1 hmode
    by_contra hn
    have hlt : ν < Ω / 2 := not_le.1 hn
    -- the only other squared frequency is three times as large
    have hz : m₁ * m₂ * ((ν ^ 2 - Ω ^ 2 / 4) * (ν ^ 2 - 3 * Ω ^ 2 / 4)) = 0 := by
      linear_combination hm' - hm - (ν ^ 2 - Ω ^ 2 / 4) * hΩ
    have d₁ : ν ^ 2 - Ω ^ 2 / 4 < 0 := by nlinarith
    have d₂ : ν ^ 2 - 3 * Ω ^ 2 / 4 < 0 := by nlinarith [sq_nonneg Ω]
    have hp := mul_pos hP (mul_pos_of_neg_of_neg d₁ d₂)
    linarith
```

## The mass-ratio criterion

The general theorem treats the masses symmetrically. One direction uses \(\sin^2\le 1\) and the factorisation; the other constructs \(x\) with an arcsine.

```lean
/-- For positive `K` and masses in either order, the zone-centre optical frequency is twice an
acoustic frequency at some `x` if and only if neither mass exceeds three times the other. -/
theorem klemens_channel_iff (hK : 0 < K) (h₁ : 0 < m₁) (h₂ : 0 < m₂) :
    (∃ x ω : ℝ, IsAcoustic K m₁ m₂ x ω ∧ opticalFreq K m₁ m₂ = 2 * ω) ↔
      m₁ ≤ 3 * m₂ ∧ m₂ ≤ 3 * m₁ := by
  have hP : 0 < 16 * m₁ * m₂ := by positivity
  constructor
  · rintro ⟨x, ω, ha, hω⟩
    have hω' : ω = opticalFreq K m₁ m₂ / 2 := by linarith
    rw [hω'] at ha
    have h := (isAcoustic_half_iff hK h₁ h₂ x).1 ha
    have hle : 3 * (m₁ + m₂) ^ 2 ≤ 16 * m₁ * m₂ := by
      rw [← h]
      exact mul_le_of_le_one_right hP.le (Real.sin_sq_le_one _)
    constructor
    · by_contra hn
      have a : 0 < m₁ - 3 * m₂ := by linarith
      have b : 0 < 3 * m₁ - m₂ := by linarith
      nlinarith [mul_pos a b]
    · by_contra hn
      have a : 0 < m₂ - 3 * m₁ := by linarith
      have b : 0 < 3 * m₂ - m₁ := by linarith
      nlinarith [mul_pos a b]
  · rintro ⟨ha, hb⟩
    -- solve for the wave number with an arcsine
    have hr0 : 0 ≤ 3 * (m₁ + m₂) ^ 2 / (16 * m₁ * m₂) := by positivity
    have hr1 : 3 * (m₁ + m₂) ^ 2 / (16 * m₁ * m₂) ≤ 1 := by
      rw [div_le_one hP]
      nlinarith [mul_nonneg (sub_nonneg.2 ha) (sub_nonneg.2 hb)]
    have ht0 := Real.sqrt_nonneg (3 * (m₁ + m₂) ^ 2 / (16 * m₁ * m₂))
    have ht1 : Real.sqrt (3 * (m₁ + m₂) ^ 2 / (16 * m₁ * m₂)) ≤ 1 :=
      Real.sqrt_le_iff.2 ⟨zero_le_one, by rw [one_pow]; exact hr1⟩
    refine ⟨2 * Real.arcsin (Real.sqrt (3 * (m₁ + m₂) ^ 2 / (16 * m₁ * m₂))),
      opticalFreq K m₁ m₂ / 2, (isAcoustic_half_iff hK h₁ h₂ _).2 ?_, by ring⟩
    rw [mul_div_cancel_left₀ _ (two_ne_zero : (2 : ℝ) ≠ 0),
      Real.sin_arcsin (by linarith) ht1, Real.sq_sqrt hr0]
    field_simp
```

Ordering the masses gives the claim. Here \(x\) ranges over all reals, as for an infinite chain; a finite ring has only discrete phases and may miss the required one.

```lean
/-- For `K > 0` and `m₁ ≥ m₂ > 0`, the zone-centre optical frequency is twice an acoustic
frequency at some `x` if and only if `m₁ ≤ 3 m₂`. -/
theorem klemens_channel_iff_of_le (hK : 0 < K) (h₂ : 0 < m₂) (h : m₂ ≤ m₁) :
    (∃ x ω : ℝ, IsAcoustic K m₁ m₂ x ω ∧ opticalFreq K m₁ m₂ = 2 * ω) ↔ m₁ ≤ 3 * m₂ := by
  rw [klemens_channel_iff hK (lt_of_lt_of_le h₂ h) h₂]
  exact ⟨fun a => a.1, fun a => ⟨a, by linarith⟩⟩
```

At the threshold \(m_1=3m_2\), the matching phonons lie only at the zone boundary.

```lean
/-- For `K > 0` and masses `3m` and `m > 0`, half the optical frequency is the acoustic frequency
at `x` exactly at the zone boundary, `cos x = -1`. -/
theorem threshold_at_zone_boundary {m : ℝ} (hK : 0 < K) (hm : 0 < m) (x : ℝ) :
    IsAcoustic K (3 * m) m x (opticalFreq K (3 * m) m / 2) ↔ Real.cos x = -1 := by
  rw [isAcoustic_half_iff hK (by positivity) hm]
  have hx : Real.cos x = 2 * Real.cos (x / 2) ^ 2 - 1 := by
    rw [← Real.cos_two_mul]
    congr 1
    ring
  have hs := Real.sin_sq_add_cos_sq (x / 2)
  constructor
  · intro h
    have hz : m ^ 2 * (Real.sin (x / 2) ^ 2 - 1) = 0 := by linear_combination h / 48
    rcases mul_eq_zero.1 hz with hk | hk
    · exact absurd hk (pow_pos hm 2).ne'
    · linarith
  · intro h
    have h1 : Real.sin (x / 2) ^ 2 = 1 := by linarith
    rw [h1]
    ring

end KlemensChannel
```

```lean
#print axioms KlemensChannel.opticalFreq_isGreatest
#print axioms KlemensChannel.klemens_channel_iff
#print axioms KlemensChannel.klemens_channel_iff_of_le
#print axioms KlemensChannel.threshold_at_zone_boundary
```

```
'KlemensChannel.opticalFreq_isGreatest' depends on axioms: [propext, Classical.choice, Quot.sound]
'KlemensChannel.klemens_channel_iff' depends on axioms: [propext, Classical.choice, Quot.sound]
'KlemensChannel.klemens_channel_iff_of_le' depends on axioms: [propext, Classical.choice, Quot.sound]
'KlemensChannel.threshold_at_zone_boundary' depends on axioms: [propext, Classical.choice, Quot.sound]
```

## Checking a linewidth calculation

At zero temperature, a lowest-order linewidth calculation contains a sum over \(x\) of squared cubic couplings times \(\delta(\Omega-2\omega(x))\), with \(\omega(x)\) the acoustic frequency. For a test on this one-dimensional chain, give the two springs of a cell different cubic terms, since with equal ones the coupling is zero at every \(x\). With \(m_1=4m_2\), the contribution should vanish as the broadening is reduced. With \(m_1=2m_2\), the terms of the sum should concentrate where \(\sin^2(x/2)=27/32\) as the broadening is reduced, provided that the grid of \(x\) is refined as well, so that the steps of \(2\omega(x)\) between grid points stay well below the broadening.
